# Ground-State Hydrogen Stark Coefficients $-9/4$ and $-3555/64$ from Polynomial Riccati Equations

## Parabolic separation and the Riccati residual

Atomic units are used throughout. A hydrogen atom with a fixed nucleus sits in a uniform field of strength $F$, with Hamiltonian $-\tfrac12\nabla^2-1/r+Fz$. In the parabolic coordinates $r+z$ and $r-z$, an energy eigenstate with no angular momentum about the field axis can be taken as a product of two functions. Each factor $f(x)$, with $x$ its own coordinate, obeys

$$(xf')'+\left(\tfrac{E}{2}x+b-\tfrac{s}{4}Fx^2\right)f=0 ,$$

with $s=1$ for $r+z$ and $s=-1$ for $r-z$. The energy $E$ is common to both equations. The separation constant is called $b$ for $s=1$ and $c$ for $s=-1$, and $b+c=1$, the nuclear charge.

Write $f'=-wf$. Then $f''=(w^2-w')f$, and the left side becomes $R\,f$ with the Riccati residual

$$R=x(w^2-w')-w+\tfrac{E}{2}x+b-\tfrac{s}{4}Fx^2 .$$

All quantities are expanded in the field: $w=\sum_n F^n w_n(x)$ with real polynomials $w_n$, and likewise $E_n$, $b_n$, $c_n$. For $s=-1$ the function $w$ is called $v$, with coefficients $v_n$. The unperturbed ground state has $f=e^{-x/2}$ in both coordinates, so $w_0=v_0=\tfrac12$.

If both residuals vanish through order $F^4$, then through that order

$$E=-\tfrac12-\tfrac94F^2-\tfrac{3555}{64}F^4 .$$

## Finite-field tests of a one-electron code

For the nonrelativistic hydrogen atom with a fixed nucleus, these numbers are reference values for finite-field and response codes. With $E=E_0-\tfrac12\alpha F^2-\tfrac1{24}\gamma F^4$, they give the polarizability $\alpha=9/2$ and the second hyperpolarizability $\gamma=10665/8$.

The fourth-order coefficient also gives the leading step-size error of a central difference:

$$-\frac{E(F)-2E(0)+E(-F)}{F^2}=\frac92+\frac{3555}{32}F^2+O(F^4).$$

At $F=0.01$ this error is about $0.011$, which should not be mistaken for a basis-set error.

## Solving the equations order by order

Since $2w_0w_n=w_n$, the coefficient of $F^n$ in $R$ for $n\ge1$ gives

$$(x-1)w_n-xw_n'+\tfrac{E_n}{2}x+b_n+x\sum_{i=1}^{n-1}w_iw_{n-i}-\delta_{n1}\tfrac s4x^2=0 .$$

**Uniqueness up to a constant.** Two polynomial solutions at the same order differ by a polynomial $p$ with $(x-1)p-xp'+ex+b=0$, where $e$ and $b$ are the differences of $E_n/2$ and $b_n$. Let $p_k$ be the coefficient of $x^k$ in $p$. The power $x^{k+1}$ gives $p_k=(k+2)p_{k+1}$ for $k\ge1$. Above the degree all coefficients vanish, so running downwards gives $p_k=0$ for every $k\ge1$. The power $x^0$ gives $p_0=b$, and the power $x^1$ gives $e=-b$. Each order therefore leaves one constant free, and it suffices to find one solution.

**First order, $s=1$.** Put $w_1=a_0+a_1x$. The powers $x^2,x^1,x^0$ give $a_1=\tfrac14$, $a_0=2a_1-\tfrac12E_1$ and $b_1=a_0$, so $E_1=1-2b_1$. Changing $F$ to $-F$ turns one equation into the other, so $s=-1$ gives $E_1=-1-2c_1$. Adding the two with $b_1+c_1=0$ gives $E_1=0$, $b_1=\tfrac12$ and $w_1=\tfrac12+\tfrac14x$.

**Second order.** The source is $xw_1^2=\tfrac14x+\tfrac14x^2+\tfrac1{16}x^3$. From the highest power down, $a_2=-\tfrac1{16}$, $a_1=3a_2-\tfrac14=-\tfrac7{16}$ and $b_2=a_0=2a_1-\tfrac14-\tfrac12E_2$. Hence $E_2=-\tfrac94-2b_2$, and likewise $E_2=-\tfrac94-2c_2$. The sum rule gives $b_2=c_2=0$ and $E_2=-\tfrac94$.

**Third order.** The source is $2xw_1w_2=-\tfrac7{16}x^2-\tfrac9{32}x^3-\tfrac1{32}x^4$. The same descent gives $a_3=\tfrac1{32}$, $a_2=\tfrac{13}{32}$, $a_1=\tfrac{53}{32}$ and $E_3=\tfrac{53}8-2b_3$. The other coordinate gives $E_3=-\tfrac{53}8-2c_3$. Thus $E_3=0$ and $b_3=a_0=\tfrac{53}{16}$.

**Fourth order.** The source is

$$x(2w_1w_3+w_2^2)=\tfrac{53}{16}x+\tfrac{53}{16}x^2+\tfrac{365}{256}x^3+\tfrac{37}{128}x^4+\tfrac5{256}x^5 .$$

The descent gives $a_4=-\tfrac5{256}$, $a_3=-\tfrac{99}{256}$, $a_2=-\tfrac{761}{256}$, $a_1=-\tfrac{3131}{256}$, and then $b_4=a_0=2a_1-\tfrac{53}{16}-\tfrac12E_4$. Therefore $E_4=-\tfrac{3555}{64}-2b_4$, with the same relation for $c_4$. The sum rule gives $b_4=c_4=0$ and $E_4=-\tfrac{3555}{64}$.

## Lean file for the fourth-order expansion

```lean
import Mathlib

open Polynomial

namespace HydrogenStark

noncomputable section

/-- The Riccati residual `x (w² - w') - w + E x / 2 + b - s F x² / 4` as a formal power series
in the field `F`, whose coefficients are polynomials in the parabolic coordinate `x`. -/
def riccati (s : ℝ) (w : ℕ → ℝ[X]) (E b : ℕ → ℝ) : PowerSeries ℝ[X] :=
  PowerSeries.C X * (PowerSeries.mk w ^ 2 - PowerSeries.mk (fun n => derivative (w n)))
    - PowerSeries.mk w
    + PowerSeries.C (C (1 / 2) * X) * PowerSeries.mk (fun n => C (E n))
    + PowerSeries.mk (fun n => C (b n))
    - PowerSeries.C (C (s / 4) * X ^ 2) * PowerSeries.X

/-- Explicit coefficients of `w = -f'/f` for `s = 1` through fourth order in the field. -/
def starkW : ℕ → ℝ[X]
  | 0 => C (1 / 2)
  | 1 => C (1 / 2) + X * C (1 / 4)
  | 2 => X * (C (-7 / 16) + X * C (-1 / 16))
  | 3 => C (53 / 16) + X * (C (53 / 32) + X * (C (13 / 32) + X * C (1 / 32)))
  | 4 => X * (C (-3131 / 256) + X * (C (-761 / 256) + X * (C (-99 / 256) + X * C (-5 / 256))))
  | _ + 5 => 0

/-- Explicit energy coefficients through fourth order in the field. -/
def starkE : ℕ → ℝ
  | 0 => -1 / 2
  | 1 => 0
  | 2 => -9 / 4
  | 3 => 0
  | 4 => -3555 / 64
  | _ + 5 => 0

/-- Explicit coefficients of the separation constant for `s = 1` through fourth order in the field.
-/
def starkB : ℕ → ℝ
  | 0 => 1 / 2
  | 1 => 1 / 2
  | 2 => 0
  | 3 => 53 / 16
  | 4 => 0
  | _ + 5 => 0

/-- For `f' = -w f`, the separated Schrödinger operator acting on `f` equals the Riccati
expression in `w` times `f`. -/
theorem separated_equation (f w : ℝ → ℝ) (w' x E b F : ℝ)
    (hf : ∀ y, HasDerivAt f (-(w y) * f y) y) (hw : HasDerivAt w w' x) :
    deriv (fun y => y * deriv f y) x + (E * x / 2 + b - F * x ^ 2 / 4) * f x
      = (x * (w x ^ 2 - w') - w x + E * x / 2 + b - F * x ^ 2 / 4) * f x := by
  have hd : deriv f = fun y => -(w y) * f y := funext fun y => (hf y).deriv
  simp only [hd]
  have h := (hasDerivAt_id' x).fun_mul (hw.fun_neg.fun_mul (hf x))
  rw [h.deriv]
  ring

/-- The coefficient of `F ^ n` in the Riccati residual, evaluated at the coordinate `x`. -/
theorem coeff_riccati (s : ℝ) (w : ℕ → ℝ[X]) (E b : ℕ → ℝ) (n : ℕ) (x : ℝ) :
    (PowerSeries.coeff n (riccati s w E b)).eval x
      = x * (∑ i ∈ Finset.range (n + 1), (w i).eval x * (w (n - i)).eval x
          - (derivative (w n)).eval x) - (w n).eval x + x / 2 * E n + b n
        - (if n = 1 then s / 4 * x ^ 2 else 0) := by
  have hsq : PowerSeries.coeff n (PowerSeries.mk w ^ 2)
      = ∑ i ∈ Finset.range (n + 1), w i * w (n - i) := by
    rw [pow_two, PowerSeries.coeff_mul]
    simpa only [PowerSeries.coeff_mk, Nat.succ_eq_add_one] using
      Finset.Nat.sum_antidiagonal_eq_sum_range_succ (fun i j => w i * w j) n
  simp only [riccati, map_add, map_sub, PowerSeries.coeff_C_mul, hsq, PowerSeries.coeff_mk,
    PowerSeries.coeff_X, eval_add, eval_sub, eval_mul, eval_pow, eval_X, eval_C,
    eval_finsetSum]
  split_ifs <;> simp only [eval_one, eval_zero] <;> ring

/-- A polynomial `p` with `(x - 1) p - x p' + e x + b = 0` is the constant `b`,
and `e = -b`. -/
theorem homogeneous_solution (p : ℝ[X]) (e b : ℝ)
    (h : ∀ x : ℝ, (x - 1) * p.eval x - x * (derivative p).eval x + e * x + b = 0) :
    p = C b ∧ e = -b := by
  have hp : X * p - p - X * derivative p + C e * X + C b = 0 := by
    apply Polynomial.funext
    intro x
    simp only [eval_add, eval_sub, eval_mul, eval_X, eval_C, eval_zero]
    linear_combination h x
  have hc (n : ℕ) : p.coeff n - ((n : ℝ) + 2) * p.coeff (n + 1)
      + (if n = 0 then e else 0) = 0 := by
    have h1 := congrArg (fun q => q.coeff (n + 1)) hp
    simp only [coeff_add, coeff_sub, coeff_X_mul, coeff_mul_X, coeff_derivative, coeff_C,
      coeff_zero, Nat.add_one_ne_zero, if_false] at h1
    linear_combination h1
  -- the recursion runs downwards from above the degree
  have key : ∀ k n : ℕ, 1 ≤ n → p.natDegree < n + k → p.coeff n = 0 := by
    intro k
    induction k with
    | zero => exact fun n _ hn => coeff_eq_zero_of_natDegree_lt (by omega)
    | succ k ih =>
      intro n h1 hn
      have h2 := hc n
      rw [ih (n + 1) (by omega) (by omega), if_neg (by omega)] at h2
      linarith
  have hi (n : ℕ) (hn : 1 ≤ n) : p.coeff n = 0 := key (p.natDegree + 1) n hn (by omega)
  have h0 : p.coeff 0 = b := by
    rw [coeff_zero_eq_eval_zero]
    linear_combination (-1) * h 0
  constructor
  · ext n
    cases n with
    | zero => rw [coeff_C_zero, h0]
    | succ n => rw [hi (n + 1) (by omega), coeff_C_succ]
  · have h1 := hc 0
    rw [if_pos rfl, hi (0 + 1) (by omega), h0] at h1
    linarith

/-- For `1 ≤ n ≤ 4`, if `w j = s ^ j * starkW j` at all lower orders `j`, the equation of order `n`
fixes `w n` and `E n` in terms of the separation coefficient `b n`. -/
theorem order_step (s : ℝ) (w : ℕ → ℝ[X]) (E b : ℕ → ℝ) (n : ℕ) (hn1 : 1 ≤ n) (hn : n ≤ 4)
    (hw : ∀ j < n, w j = C (s ^ j) * starkW j)
    (h : PowerSeries.coeff n (riccati s w E b) = 0) :
    w n = C (s ^ n) * starkW n + C (b n - s ^ n * starkB n) ∧
      E n = s ^ n * starkE n - 2 * (b n - s ^ n * starkB n) := by
  -- the deviation from the explicit correction solves the homogeneous equation
  have key := homogeneous_solution (w n - C (s ^ n) * starkW n)
    ((E n - s ^ n * starkE n) / 2) (b n - s ^ n * starkB n) (by
      intro x
      have hx := coeff_riccati s w E b n x
      rw [h, eval_zero] at hx
      interval_cases n <;>
      simp only [Finset.sum_range_succ, Finset.sum_range_zero, Nat.reduceAdd,
        Nat.reduceSub] at hx
      -- insert the known lower orders
      on_goal 1 => simp only [hw 0 (by omega)] at hx
      on_goal 2 => simp only [hw 0 (by omega), hw 1 (by omega)] at hx
      on_goal 3 => simp only [hw 0 (by omega), hw 1 (by omega), hw 2 (by omega)] at hx
      on_goal 4 => simp only [hw 0 (by omega), hw 1 (by omega), hw 2 (by omega),
        hw 3 (by omega)] at hx
      all_goals
        simp only [Nat.reduceEqDiff, reduceIte, starkW, starkE, starkB, derivative_sub,
          derivative_add, derivative_mul, derivative_C, derivative_X, eval_add, eval_sub,
          eval_mul, eval_X, eval_C, eval_zero, eval_one] at hx ⊢
        linear_combination (-1) * hx)
  exact ⟨by linear_combination key.1, by linear_combination 2 * key.2⟩

/-- If `w₀ = v₀ = 1/2` and the Riccati equations of both parabolic coordinates hold through fourth
order, with a common energy and separation constants whose field corrections cancel, the energy is
`-1/2 - (9/4) F² - (3555/64) F⁴` through that order. -/
theorem stark_coefficients (w v : ℕ → ℝ[X]) (E b c : ℕ → ℝ)
    (hw0 : w 0 = C (1 / 2)) (hv0 : v 0 = C (1 / 2))
    (hbc : ∀ n, 1 ≤ n → n ≤ 4 → b n + c n = 0)
    (hw : ∀ n ≤ 4, PowerSeries.coeff n (riccati 1 w E b) = 0)
    (hv : ∀ n ≤ 4, PowerSeries.coeff n (riccati (-1) v E c) = 0) :
    E 0 = -1 / 2 ∧ E 1 = 0 ∧ E 2 = -9 / 4 ∧ E 3 = 0 ∧ E 4 = -3555 / 64 := by
  have main : ∀ n, n ≤ 4 → w n = C (1 ^ n) * starkW n ∧ v n = C ((-1) ^ n) * starkW n ∧
      (1 ≤ n → E n = starkE n) := by
    intro n
    induction n using Nat.strong_induction_on with
    | _ n ih =>
      intro hn
      rcases Nat.eq_zero_or_pos n with rfl | hpos
      · exact ⟨by rw [hw0]; simp [starkW], by rw [hv0]; simp [starkW], fun h => by omega⟩
      · obtain ⟨a1, a2⟩ := order_step 1 w E b n hpos hn
          (fun j hj => (ih j hj (by omega)).1) (hw n hn)
        obtain ⟨d1, d2⟩ := order_step (-1) v E c n hpos hn
          (fun j hj => (ih j hj (by omega)).2.1) (hv n hn)
        -- the energy is even in the field, and the corrections to the separation constant are odd
        have he : (-1 : ℝ) ^ n * starkE n = starkE n := by
          interval_cases n <;> norm_num [starkE]
        have hb : (-1 : ℝ) ^ n * starkB n = -starkB n := by
          interval_cases n <;> norm_num [starkB]
        have hs := hbc n hpos hn
        have hone : (1 : ℝ) ^ n = 1 := one_pow n
        rw [hone] at a2
        rw [he, hb] at d2
        have z1 : b n - 1 ^ n * starkB n = 0 := by rw [hone]; linarith
        have z2 : c n - (-1) ^ n * starkB n = 0 := by rw [hb]; linarith
        rw [z1, map_zero, add_zero] at a1
        rw [z2, map_zero, add_zero] at d1
        exact ⟨a1, d1, fun _ => by linarith⟩
  have hE (n : ℕ) (h1 : 1 ≤ n) (h4 : n ≤ 4) : E n = starkE n := (main n h4).2.2 h1
  refine ⟨?_, hE 1 (by omega) (by omega), hE 2 (by omega) (by omega),
    hE 3 (by omega) (by omega), hE 4 (by omega) (by omega)⟩
  have e0 := coeff_riccati 1 w E b 0 0
  have e1 := coeff_riccati 1 w E b 0 1
  rw [hw 0 (by omega)] at e0 e1
  norm_num [hw0] at e0 e1
  linarith

/-- If the `s = 1` Riccati equation holds at orders one to four, with `w₀ = 1/2`, `E₁ = E₃ = 0` and
`b₂ = b₄ = 0`, then `E₂ = -9/4`, `E₄ = -3555/64`, `b₁ = 1/2` and `b₃ = 53/16`. -/
theorem stark_coefficients_of_parity (w : ℕ → ℝ[X]) (E b : ℕ → ℝ) (hw0 : w 0 = C (1 / 2))
    (hE1 : E 1 = 0) (hE3 : E 3 = 0) (hb2 : b 2 = 0) (hb4 : b 4 = 0)
    (hw : ∀ n, 1 ≤ n → n ≤ 4 → PowerSeries.coeff n (riccati 1 w E b) = 0) :
    E 2 = -9 / 4 ∧ E 4 = -3555 / 64 ∧ b 1 = 1 / 2 ∧ b 3 = 53 / 16 := by
  have main : ∀ n, n ≤ 4 → w n = C (1 ^ n) * starkW n ∧
      (1 ≤ n → E n = starkE n ∧ b n = starkB n) := by
    intro n
    induction n using Nat.strong_induction_on with
    | _ n ih =>
      intro hn
      rcases Nat.eq_zero_or_pos n with rfl | hpos
      · exact ⟨by rw [hw0]; simp [starkW], fun h => by omega⟩
      · obtain ⟨a1, a2⟩ := order_step 1 w E b n hpos hn
          (fun j hj => (ih j hj (by omega)).1) (hw n hpos hn)
        have hd : E n = starkE n ∨ b n = starkB n := by
          clear a1 a2 ih
          interval_cases n
          exacts [Or.inl hE1, Or.inr hb2, Or.inl hE3, Or.inr hb4]
        have hone : (1 : ℝ) ^ n = 1 := one_pow n
        rw [hone] at a2
        have hb : b n = starkB n := by rcases hd with hd | hd <;> linarith
        have z : b n - 1 ^ n * starkB n = 0 := by rw [hone]; linarith
        rw [z, map_zero, add_zero] at a1
        exact ⟨a1, fun _ => ⟨by linarith, hb⟩⟩
  exact ⟨((main 2 (by omega)).2 (by omega)).1, ((main 4 (by omega)).2 (by omega)).1,
    ((main 1 (by omega)).2 (by omega)).2, ((main 3 (by omega)).2 (by omega)).2⟩

/-- The explicit corrections solve the Riccati equations for both signs of the field through
fourth order, and the field corrections to the two separation constants cancel. -/
theorem stark_coefficients_witness :
    (∀ s : ℝ, s = 1 ∨ s = -1 → ∀ n ≤ 4, PowerSeries.coeff n
      (riccati s (fun k => C (s ^ k) * starkW k) starkE (fun k => s ^ k * starkB k)) = 0) ∧
    ∀ n, 1 ≤ n → n ≤ 4 → (1 : ℝ) ^ n * starkB n + (-1) ^ n * starkB n = 0 := by
  constructor
  · intro s hs n hn
    apply Polynomial.funext
    intro x
    rw [coeff_riccati, eval_zero]
    rcases hs with rfl | rfl <;> interval_cases n <;>
    simp only [Finset.sum_range_succ, Finset.sum_range_zero, Nat.reduceAdd, Nat.reduceSub,
      Nat.reduceEqDiff, reduceIte, starkW, starkE, starkB, derivative_add, derivative_mul,
      derivative_C, derivative_X, eval_add, eval_mul, eval_X, eval_C, eval_zero,
      eval_one] <;>
    norm_num <;> ring
  · intro n h1 h4
    interval_cases n <;> norm_num [starkB]

end

end HydrogenStark
```

```lean
#print axioms HydrogenStark.separated_equation
#print axioms HydrogenStark.stark_coefficients
#print axioms HydrogenStark.stark_coefficients_of_parity
```

```
'HydrogenStark.separated_equation' depends on axioms: [propext, Classical.choice, Quot.sound]
'HydrogenStark.stark_coefficients' depends on axioms: [propext, Classical.choice, Quot.sound]
'HydrogenStark.stark_coefficients_of_parity' depends on axioms: [propext, Classical.choice, Quot.sound]
```

## Hypotheses on the formal series, and how they fix the energy

In `riccati`, the power-series variable `PowerSeries.X` is the field $F$, and the polynomial variable `X` is the coordinate $x$. The sequences `w`, `v`, `E`, `b` and `c` hold the coefficients $w_n$, $v_n$, $E_n$, $b_n$ and $c_n$.

The theorem `stark_coefficients` assumes that the coefficients of both residuals vanish for $n\le4$, with the same `E`. The hypotheses `hw0` and `hv0` select the unperturbed ground state. The hypothesis `hbc` says $b_n+c_n=0$ for $1\le n\le4$: the field does not change the nuclear charge. The zeroth-order equations give $b_0=c_0=\tfrac12$. No degree bound or parity is assumed.

That the $w_n$ are polynomials is a hypothesis, and it does the work of the boundary conditions. It excludes corrections to $w$ that grow like $e^x/x$, which would spoil the decay of the wavefunction.

The theorem `stark_coefficients_of_parity` uses only the $s=1$ equation, at orders one to four. In place of the second coordinate it assumes $E_1=E_3=0$ and $b_2=b_4=0$, and it returns $b_1$ and $b_3$ along with the two energy coefficients.

The proof follows the derivation above:

- `separated_equation` checks the substitution $f'=-wf$ for real functions, in the case $s=1$.
- `coeff_riccati` extracts the order-$n$ equation, with the square written as a convolution sum.
- `homogeneous_solution` is the uniqueness argument; its inner induction `key` runs the recursion down from above the degree.
- `order_step` subtracts the explicit corrections `starkW`, `starkE` and `starkB` from a given solution. `interval_cases` treats the four orders separately, and `linear_combination` confirms that the difference solves the homogeneous equation.
- `stark_coefficients` applies this step to both coordinates by strong induction, and `linarith` adds the two energy relations. In the parity version, the assumed zero at each order removes the free constant.
- `stark_coefficients_witness` shows that the explicit corrections do solve both equations through fourth order and obey the sum rule, so the main theorem is not vacuous.

These are statements about formal series. The separation in parabolic coordinates is taken as the starting point, and the passage from a wavefunction to polynomial coefficients $w_n$ is a physical argument. Nothing is proved about convergence in $F$, the remainder after fourth order, or the field-induced ionization that turns the level into a resonance. Excited states, relativistic corrections and nuclear motion are not treated.
